# Thermal position variance of the quantum harmonic oscillator from the Mehler kernel

For $a,s>0$, let

$$K(x,y)=\exp\left(-\frac{a\left((x^2+y^2)\cosh s-2xy\right)}{2\sinh s}\right).$$

Its diagonal $K(x,x)$ is a Gaussian in $x$, and

$$\langle x^2\rangle=\frac{\int x^2K(x,x)\,dx}{\int K(x,x)\,dx}=\frac{\coth(s/2)}{2a}.$$

With $a=M\omega/\hbar$ and $s=\hbar\omega/kT$, this is the mean square displacement of a one-dimensional harmonic oscillator of mass $M$ and angular frequency $\omega$ in thermal equilibrium at temperature $T$, where $k$ is Boltzmann's constant. For a single uncoupled harmonic mode, it measures the thermal and zero-point spread in lattice dynamics, and it is the value that a path-integral simulation of that mode should approach as the imaginary-time step is refined.

```lean
import Mathlib

open MeasureTheory

namespace ThermalOscillatorVariance

noncomputable section
```

## The kernel and its averages

For $H=p^2/2M+M\omega^2x^2/2$, the position matrix element of $e^{-H/kT}$ is $K(x,y)$ times a factor that doesn't depend on position. That factor cancels in every normalised average, so the kernel is used without it. The link between $K$ and $H$ is the physical input here: the code starts from the explicit formula and does not derive it from the Hamiltonian.

```lean
/-- The unnormalised Mehler kernel, with `a = M ω / ħ` and `s = ħ ω / kT`. -/
def mehler (a s x y : ℝ) : ℝ :=
  Real.exp (-a * ((x ^ 2 + y ^ 2) * Real.cosh s - 2 * x * y) / (2 * Real.sinh s))
```

The density on the diagonal will turn out to be $e^{-bx^2}$, with

$$b=a\tanh(s/2).$$

In the code $b$ is `rate a s`, with the hyperbolic tangent written as a quotient.

```lean
/-- The decay rate `a tanh (s/2)` of the thermal position density. -/
def rate (a s : ℝ) : ℝ := a * (Real.sinh (s / 2) / Real.cosh (s / 2))
```

A function $f$ of position has the thermal average

$$\langle f\rangle=\frac{\int K(x,x)f(x)\,dx}{\int K(x,x)\,dx}.$$

The values of $f$ may lie in any real normed space `E`, so one definition serves both the real observable $x^2$ and the complex phase $e^{iqx}$. Lean's integral has its usual meaning when `E` is complete, as the real and the complex numbers are. The symbol `•` is multiplication by a real number.

```lean
/-- The thermal average of a function of position, weighted by the diagonal of the kernel. -/
def thermalAverage {E : Type*} [NormedAddCommGroup E] [NormedSpace ℝ E]
    (a s : ℝ) (f : ℝ → E) : E :=
  (∫ x : ℝ, mehler a s x x)⁻¹ • ∫ x : ℝ, mehler a s x x • f x
```

The Hamiltonian is unchanged when $p$ is replaced by $-p$, so the mean momentum is zero and the momentum variance is the average of $p^2$. Its definition as a trace uses the kernel off the diagonal. Since $p^2$ acts as $-\hbar^2\partial_x^2$ on the first argument,

$$\frac{\langle p^2\rangle}{\hbar^2}=\frac{\int\left[-\partial_u^2K(u,x)\right]_{u=x}dx}{\int K(x,x)\,dx}.$$

The code keeps this order: the second argument stays fixed at `x` while `u` is differentiated, and only then is `u` set equal to `x`.

```lean
/-- The thermal average of `p² / ħ²`: the trace of `-∂²K` divided by the trace of `K`. -/
def wavenumberVariance (a s : ℝ) : ℝ :=
  (∫ x : ℝ, -deriv (deriv (fun u => mehler a s u x)) x) / ∫ x : ℝ, mehler a s x x
```

## The Gaussian diagonal

The reduction uses the half-angle identities

$$\sinh s=2\sinh\tfrac s2\cosh\tfrac s2,\qquad \cosh s=1+2\sinh^2\tfrac s2=\cosh^2\tfrac s2+\sinh^2\tfrac s2.$$

```lean
/-- Hyperbolic functions of `s` expressed through those of `s/2`. -/
theorem half_angle (s : ℝ) :
    Real.sinh s = 2 * Real.sinh (s / 2) * Real.cosh (s / 2) ∧
    Real.cosh s = 1 + 2 * Real.sinh (s / 2) ^ 2 ∧
    Real.cosh s = Real.cosh (s / 2) ^ 2 + Real.sinh (s / 2) ^ 2 := by
  have h1 := Real.sinh_two_mul (s / 2)
  have h2 := Real.cosh_two_mul (s / 2)
  have h3 := Real.cosh_sq (s / 2)
  rw [show 2 * (s / 2) = s by ring] at h1 h2
  exact ⟨h1, by linarith, h2⟩
```

Setting $y=x$ in the exponent gives

$$-\frac{a(2x^2\cosh s-2x^2)}{2\sinh s}=-ax^2\,\frac{\cosh s-1}{\sinh s}=-ax^2\,\frac{2\sinh^2(s/2)}{2\sinh(s/2)\cosh(s/2)}=-bx^2.$$

Both $\sinh(s/2)$ and $\cosh(s/2)$ are positive for $s>0$, hence $b>0$.

```lean
/-- The diagonal of the kernel is a Gaussian in the position, with a positive decay rate. -/
theorem mehler_diag {a s : ℝ} (ha : 0 < a) (hs : 0 < s) :
    0 < rate a s ∧ ∀ x, mehler a s x x = Real.exp (-rate a s * x ^ 2) := by
  have h1 : 0 < Real.sinh (s / 2) := Real.sinh_pos_iff.2 (half_pos hs)
  have h2 : 0 < Real.cosh (s / 2) := Real.cosh_pos _
  obtain ⟨e1, e2, -⟩ := half_angle s
  refine ⟨mul_pos ha (div_pos h1 h2), fun x => ?_⟩
  unfold mehler rate
  congr 1
  rw [e1, e2]
  field_simp
  ring
```

The theorem returns both facts, the sign of $b$ and the Gaussian form. In its proof, `congr 1` reduces the equality of exponentials to that of their exponents, and `field_simp` and `ring` carry out the cancellation above.

## The second moment

For $b>0$,

$$\frac{d}{dx}\left(xe^{-bx^2}\right)=e^{-bx^2}-2bx^2e^{-bx^2}.$$

The function $xe^{-bx^2}$ vanishes at both ends of the line, so the right-hand side integrates to zero and

$$\int x^2e^{-bx^2}dx=\frac1{2b}\int e^{-bx^2}dx.$$

```lean
/-- The second moment of a Gaussian `exp (-b x²)` exists and is `1/(2b)` times its integral. -/
theorem gaussian_second_moment {b : ℝ} (hb : 0 < b) :
    Integrable (fun x : ℝ => x ^ 2 * Real.exp (-b * x ^ 2)) ∧
    ∫ x : ℝ, x ^ 2 * Real.exp (-b * x ^ 2) = (∫ x : ℝ, Real.exp (-b * x ^ 2)) / (2 * b) := by
  have hi : Integrable (fun x : ℝ => x ^ 2 * Real.exp (-b * x ^ 2)) := by
    have h := integrable_rpow_mul_exp_neg_mul_sq hb (s := 2) (by norm_num)
    simpa only [Real.rpow_two] using h
  have h0 := integrable_exp_neg_mul_sq hb
  have hd : ∀ x : ℝ, HasDerivAt (fun x : ℝ => x * Real.exp (-b * x ^ 2))
      (Real.exp (-b * x ^ 2) - 2 * b * (x ^ 2 * Real.exp (-b * x ^ 2))) x := by
    intro x
    have hx : HasDerivAt (fun y : ℝ => y ^ 2) (2 * x) x := by simpa using hasDerivAt_pow 2 x
    exact ((hasDerivAt_id' x).fun_mul (hx.const_mul (-b)).exp).congr_deriv (by ring)
  -- the total derivative of `x exp (-b x²)` integrates to zero
  have h := integral_eq_zero_of_hasDerivAt_of_integrable hd
    (h0.sub (hi.const_mul (2 * b))) (integrable_mul_exp_neg_mul_sq hb)
  rw [integral_sub h0 (hi.const_mul (2 * b)), integral_const_mul] at h
  refine ⟨hi, ?_⟩
  rw [eq_div_iff (by positivity)]
  linarith
```

Here `hd` is the derivative and `h` says that its integral vanishes. The theorem also records that $x^2e^{-bx^2}$ is integrable; this matters because Lean assigns the value zero to the integral of a non-integrable function.

The normalisation is

$$\int K(x,x)\,dx=\sqrt{\pi/b}>0,$$

so dividing by it is legitimate.

```lean
/-- The integral of the diagonal, which normalises thermal averages, is positive. -/
theorem diag_integral_pos {a s : ℝ} (ha : 0 < a) (hs : 0 < s) :
    0 < ∫ x : ℝ, mehler a s x x := by
  obtain ⟨hb, hd⟩ := mehler_diag ha hs
  simp only [hd]
  rw [integral_gaussian]
  exact Real.sqrt_pos.2 (div_pos Real.pi_pos hb)
```

Combining the last two results,

$$\langle x^2\rangle=\frac1{2b}=\frac1{2a\tanh(s/2)}=\frac{\coth(s/2)}{2a}.$$

The density is even, so the mean position is zero and this second moment is the variance.

```lean
/-- The thermal mean square displacement of the quantum oscillator is `coth (s/2) / (2a)`. -/
theorem position_variance {a s : ℝ} (ha : 0 < a) (hs : 0 < s) :
    thermalAverage a s (fun x => x ^ 2)
      = Real.cosh (s / 2) / Real.sinh (s / 2) / (2 * a) := by
  obtain ⟨hb, hd⟩ := mehler_diag ha hs
  have hZ := diag_integral_pos ha hs
  have h1 : 0 < Real.sinh (s / 2) := Real.sinh_pos_iff.2 (half_pos hs)
  have h2 : 0 < Real.cosh (s / 2) := Real.cosh_pos _
  have hm : ∫ x : ℝ, mehler a s x x * x ^ 2
      = (∫ x : ℝ, mehler a s x x) / (2 * rate a s) := by
    simp only [hd]
    rw [← (gaussian_second_moment hb).2]
    congr 1
    ext x
    ring
  simp only [thermalAverage, smul_eq_mul]
  rw [hm, ← mul_div_assoc, inv_mul_cancel₀ hZ.ne']
  unfold rate
  field_simp
```

The hypotheses `ha` and `hs` are the positivity of $a$ and $s$, and $\coth$ appears as `Real.cosh (s / 2) / Real.sinh (s / 2)`. The intermediate fact `hm` is the moment identity carried over to the kernel; the normalising integral then cancels.

## Physical units and the two temperature limits

Substituting $a=M\omega/\hbar$ and $s=\hbar\omega/\theta$, where $\theta=kT$ is the thermal energy, gives

$$\langle x^2\rangle=\frac{\hbar}{2M\omega}\coth\frac{\hbar\omega}{2\theta}.$$

```lean
/-- In physical units, with `θ = kT`, the mean square displacement is
`ħ / (2 M ω) · coth (ħ ω / 2kT)`. -/
theorem position_variance_units {M ω hbar θ : ℝ} (hM : 0 < M) (hω : 0 < ω)
    (hh : 0 < hbar) (hθ : 0 < θ) :
    thermalAverage (M * ω / hbar) (hbar * ω / θ) (fun x => x ^ 2)
      = hbar / (2 * M * ω) *
        (Real.cosh (hbar * ω / (2 * θ)) / Real.sinh (hbar * ω / (2 * θ))) := by
  have hc : ∀ c : ℝ, c / (2 * (M * ω / hbar)) = hbar / (2 * M * ω) * c := by
    intro c
    field_simp
  rw [position_variance (by positivity) (by positivity),
    show hbar * ω / θ / 2 = hbar * ω / (2 * θ) by field_simp]
  exact hc _
```

All four parameters must be positive, so zero temperature is excluded. At every temperature that remains, $\cosh(s/2)>\sinh(s/2)>0$ makes the hyperbolic cotangent larger than one, and therefore

$$\langle x^2\rangle>\frac1{2a}=\frac{\hbar}{2M\omega}.$$

```lean
/-- At every positive temperature the mean square displacement exceeds `1/(2a)`. -/
theorem zero_point_lt {a s : ℝ} (ha : 0 < a) (hs : 0 < s) :
    1 / (2 * a) < thermalAverage a s (fun x => x ^ 2) := by
  rw [position_variance ha hs]
  have h : 1 < Real.cosh (s / 2) / Real.sinh (s / 2) :=
    (one_lt_div (Real.sinh_pos_iff.2 (half_pos hs))).2 (Real.sinh_lt_cosh _)
  gcongr
```

The bound is the ground-state variance, which the formula approaches as $s\to\infty$, the low-temperature limit. At high temperature, $s\to0$ and $\coth(s/2)\approx2/s$, so $\langle x^2\rangle\approx1/(as)=kT/(M\omega^2)$, the classical equipartition value. These two limits are read off from the closed form by hand; the theorem above supplies only the strict inequality.

## The Debye–Waller identity for one oscillator

For real $q$, completing the square gives

$$-bx^2+iqx=-b\left(x-\frac{iq}{2b}\right)^2-\frac{q^2}{4b}.$$

Shifting the contour back to the real line leaves the Gaussian integral unchanged, so

$$\int e^{iqx}e^{-bx^2}dx=\sqrt{\frac{\pi}{b}}\,e^{-q^2/(4b)}.$$

Dividing by $\sqrt{\pi/b}$ and using $\langle x^2\rangle=1/(2b)$,

$$\langle e^{iqx}\rangle=e^{-q^2\langle x^2\rangle/2}.$$

```lean
/-- Debye–Waller identity: the thermal average of the phase `exp (i q x)` is
`exp (-q² ⟨x²⟩ / 2)`. -/
theorem debye_waller {a s : ℝ} (ha : 0 < a) (hs : 0 < s) (q : ℝ) :
    thermalAverage a s (fun x => Complex.exp (Complex.I * q * x))
      = (Real.exp (-q ^ 2 * thermalAverage a s (fun x => x ^ 2) / 2) : ℂ) := by
  obtain ⟨hb, hd⟩ := mehler_diag ha hs
  have hZ := diag_integral_pos ha hs
  have h1 : 0 < Real.sinh (s / 2) := Real.sinh_pos_iff.2 (half_pos hs)
  have h2 : 0 < Real.cosh (s / 2) := Real.cosh_pos _
  have hbc : 0 < (rate a s : ℂ).re := by simpa using hb
  have e : ∀ x : ℝ, (mehler a s x x : ℂ) = Complex.exp (-(rate a s : ℂ) * x ^ 2) := by
    intro x
    simp [hd]
  -- Fourier integral of the Gaussian density, and its normalisation
  have hF : ∫ x : ℝ, mehler a s x x • Complex.exp (Complex.I * q * x)
      = (Real.pi / (rate a s : ℂ)) ^ (1 / 2 : ℂ)
        * Complex.exp (-(q : ℂ) ^ 2 / (4 * (rate a s : ℂ))) := by
    rw [← fourierIntegral_gaussian hbc (q : ℂ)]
    congr 1
    ext x
    rw [Complex.real_smul, e, mul_comm]
  have h0 : ((∫ x : ℝ, mehler a s x x : ℝ) : ℂ)
      = (Real.pi / (rate a s : ℂ)) ^ (1 / 2 : ℂ) := by
    rw [← integral_complex_ofReal, ← integral_gaussian_complex hbc]
    congr 1
    ext x
    exact e x
  have hne : (Real.pi / (rate a s : ℂ)) ^ (1 / 2 : ℂ) ≠ 0 := by
    rw [← h0]
    exact Complex.ofReal_ne_zero.2 hZ.ne'
  have hx : -q ^ 2 * (Real.cosh (s / 2) / Real.sinh (s / 2) / (2 * a)) / 2
      = -q ^ 2 / (4 * rate a s) := by
    unfold rate
    field_simp
    ring
  rw [position_variance ha hs, hx]
  simp only [thermalAverage]
  rw [hF, Complex.real_smul, Complex.ofReal_inv, h0, inv_mul_cancel_left₀ hne]
  simp
```

Mathlib's `fourierIntegral_gaussian` supplies the Fourier integral in `hF`, `h0` rewrites the normalisation as the same complex square root, and `hx` matches the two exponents. The identity concerns the thermally averaged scattering amplitude of a single oscillator in one dimension. In a harmonic crystal with one atom per cell, the intensity of a Bragg peak carries the square of such a factor, with the mean square displacement along the scattering vector, which collects contributions from many modes.

## The momentum variance

Differentiating the kernel once in its first argument gives

$$\partial_xK(x,y)=-\frac{a(x\cosh s-y)}{\sinh s}\,K(x,y),$$

and differentiating again, by the product rule,

$$\partial_x^2K(x,y)=\left[\left(\frac{a(x\cosh s-y)}{\sinh s}\right)^2-\frac{a\cosh s}{\sinh s}\right]K(x,y).$$

```lean
/-- The second derivative of the kernel in its first argument. -/
theorem mehler_second_deriv (a s x y : ℝ) :
    deriv (deriv (fun u => mehler a s u y)) x
      = ((a * (x * Real.cosh s - y) / Real.sinh s) ^ 2 - a * Real.cosh s / Real.sinh s)
        * mehler a s x y := by
  have h1 : ∀ u : ℝ, HasDerivAt (fun u => mehler a s u y)
      (-(a * (u * Real.cosh s - y) / Real.sinh s) * mehler a s u y) u := by
    intro u
    have hu : HasDerivAt (fun v : ℝ => v ^ 2) (2 * u) u := by simpa using hasDerivAt_pow 2 u
    have hq : HasDerivAt
        (fun v : ℝ => -a * ((v ^ 2 + y ^ 2) * Real.cosh s - 2 * v * y) / (2 * Real.sinh s))
        (-(a * (u * Real.cosh s - y) / Real.sinh s)) u :=
      (((((hu.add_const (y ^ 2)).mul_const (Real.cosh s)).fun_sub
        (((hasDerivAt_id' u).const_mul 2).mul_const y)).const_mul (-a)).div_const
          (2 * Real.sinh s)).congr_deriv (by ring)
    exact hq.exp.congr_deriv (mul_comm _ _)
  have hl : HasDerivAt (fun u : ℝ => -(a * (u * Real.cosh s - y) / Real.sinh s))
      (-(a * Real.cosh s / Real.sinh s)) x :=
    (((((hasDerivAt_id' x).mul_const (Real.cosh s)).sub_const y).const_mul a).div_const
      (Real.sinh s)).fun_neg.congr_deriv (by ring)
  rw [funext fun u => (h1 u).deriv, (hl.fun_mul (h1 x)).deriv]
  ring
```

In the proof, `h1` is the first derivative and `hl` is the derivative of its linear prefactor.

On the diagonal, $a(x\cosh s-x)/\sinh s=bx$ by the half-angle identities, so

$$-\partial_u^2K(u,x)\big|_{u=x}=\left(a\coth s-b^2x^2\right)e^{-bx^2}.$$

Integrating with the second-moment formula and dividing by the normalisation gives

$$\frac{\langle p^2\rangle}{\hbar^2}=a\coth s-\frac b2.$$

Write $t=\tanh(s/2)$. Then $\coth s=(1+t^2)/(2t)$ and $b=at$, and hence

$$\frac{\langle p^2\rangle}{\hbar^2}=\frac{a(1+t^2)}{2t}-\frac{at}2=\frac a{2t}=\frac a2\coth\frac s2.$$

```lean
/-- The thermal average of `p² / ħ²` is `(a/2) coth (s/2)`. -/
theorem momentum_variance {a s : ℝ} (ha : 0 < a) (hs : 0 < s) :
    wavenumberVariance a s = a / 2 * (Real.cosh (s / 2) / Real.sinh (s / 2)) := by
  obtain ⟨hb, hd⟩ := mehler_diag ha hs
  obtain ⟨hi, hm⟩ := gaussian_second_moment hb
  obtain ⟨e1, e2, e3⟩ := half_angle s
  have hZ := diag_integral_pos ha hs
  have h1 : 0 < Real.sinh (s / 2) := Real.sinh_pos_iff.2 (half_pos hs)
  have h2 : 0 < Real.cosh (s / 2) := Real.cosh_pos _
  -- on the diagonal, `-∂²K` is a Gaussian times a quadratic polynomial
  have hp : ∀ x : ℝ, -deriv (deriv (fun u => mehler a s u x)) x
      = a * Real.cosh s / Real.sinh s * Real.exp (-rate a s * x ^ 2)
        - rate a s ^ 2 * (x ^ 2 * Real.exp (-rate a s * x ^ 2)) := by
    intro x
    have hr : a * (x * Real.cosh s - x) / Real.sinh s = rate a s * x := by
      rw [e1, e2]
      unfold rate
      field_simp
      ring
    rw [mehler_second_deriv, hd, hr]
    ring
  unfold wavenumberVariance
  simp only [hp, hd]
  simp only [hd] at hZ
  rw [integral_sub ((integrable_exp_neg_mul_sq hb).const_mul _) (hi.const_mul _),
    integral_const_mul, integral_const_mul, hm]
  generalize (∫ x : ℝ, Real.exp (-rate a s * x ^ 2)) = Z at hZ ⊢
  rw [e1, e3]
  unfold rate
  field_simp
  ring

end

end ThermalOscillatorVariance
```

The fact `hp` is the diagonal formula, with `hr` identifying the linear factor as $bx$. After the integral is split, `generalize` names the remaining Gaussian integral `Z`; since it is positive it cancels, and the closing algebra is the simplification above, carried out with $\sinh(s/2)$ and $\cosh(s/2)$ in place of $t$.

```lean
#print axioms ThermalOscillatorVariance.position_variance
-- 'ThermalOscillatorVariance.position_variance' depends on axioms: [propext, Classical.choice, Quot.sound]
#print axioms ThermalOscillatorVariance.position_variance_units
-- 'ThermalOscillatorVariance.position_variance_units' depends on axioms: [propext, Classical.choice, Quot.sound]
#print axioms ThermalOscillatorVariance.debye_waller
-- 'ThermalOscillatorVariance.debye_waller' depends on axioms: [propext, Classical.choice, Quot.sound]
#print axioms ThermalOscillatorVariance.momentum_variance
-- 'ThermalOscillatorVariance.momentum_variance' depends on axioms: [propext, Classical.choice, Quot.sound]
```
